# A larger observable can have a smaller variance: diag(1, 0) and the identity

Take the qubit observables $A=\mathrm{diag}(1,0)$ and $B=\mathbb 1$. Both $A$ and $B-A$ are positive semidefinite, so $0\le A\le B$. Yet in the state $(1,1)/\sqrt2$ I find $\mathrm{Var}(A)=1/4$ and $\mathrm{Var}(B)=0$. Expectation values respect the operator order, and variances evidently do not. Can this be made rigorous and machine-checked in Lean 4 with Mathlib? And is the failure peculiar to this pair, or can one say for which states and observables the variance does respect the order?

## The order is guaranteed for every larger observable only in eigenstates of the smaller one

The numbers are right, and the failure is general. For a bounded observable $A$ and a unit vector $\psi$, the inequality $\mathrm{Var}(A)\le\mathrm{Var}(B)$ holds for every $B\ge A$ exactly when $\psi$ is an eigenvector of $A$. It holds in all unit states exactly when $A$ is a real multiple of the identity. The Lean file below proves both statements and the qubit example.

For quantum mechanics this means that an operator inequality between two bounded observables orders their expectation values in every state but not, in general, their variances. The same applies to Hamiltonian matrices in a finite orthonormal basis: if $H\le K$, the expectation value of $H$ is never above that of $K$ in the same state, but the variance of $H$ can be above that of $K$.

## From the fluctuation vector to the eigenvalue equation

Write $a=\langle\psi,A\psi\rangle$, which is real because $A$ is symmetric, and let $\|\psi\|=1$. Symmetry also gives $\langle\psi,A^2\psi\rangle=\langle A\psi,A\psi\rangle=\|A\psi\|^2$. Therefore

$$
\|A\psi-a\psi\|^2=\|A\psi\|^2-2a\,\mathrm{Re}\langle A\psi,\psi\rangle+a^2
=\langle\psi,A^2\psi\rangle-a^2=\mathrm{Var}(A).
$$

So a variance is never negative, and it vanishes exactly when $A\psi=a\psi$. In particular, $c\,\mathbb 1$ with real $c$ has variance zero in every unit state.

Every observable lies below such a multiple of the identity. With $\|A\|$ the operator norm, Cauchy–Schwarz gives

$$
\langle x,Ax\rangle\le\|x\|\,\|Ax\|\le\|A\|\,\|x\|^2,
$$

so $\|A\|\,\mathbb 1-A$ is positive semidefinite. If $\mathrm{Var}(A)\le\mathrm{Var}(B)$ holds at $\psi$ for every $B\ge A$, the choice $B=\|A\|\,\mathbb 1$ forces $\mathrm{Var}(A)\le0$, hence $A\psi=a\psi$. Conversely, if $A\psi=a\psi$, then $\mathrm{Var}(A)=0\le\mathrm{Var}(B)$.

Now suppose that the inequality holds in all unit states. Then every unit vector is an eigenvector of $A$ with a real eigenvalue, and by rescaling so is every nonzero vector. Fix $e\neq0$ with $Ae=ae$, where $a$ now denotes this eigenvalue. For any $x$ there are real $m$ and $v$ with $Ax=mx$ and $A(x+e)=v(x+e)$. Linearity gives $mx+ae=vx+ve$, or

$$
(v-m)x=(a-v)e.
$$

If $v=m$, then $(a-m)e=0$, so $m=a$ and $Ax=ax$. If $v\ne m$, then $x$ is a multiple of $e$, and again $Ax=ax$. Hence $A=a\,\mathbb 1$. In the other direction, every unit vector is an eigenvector of a multiple of the identity, so the previous result applies.

For the qubit, number the components of $x$ as $x_0,x_1$. Then $Ax=(x_0,0)$ and

$$
\langle x,Ax\rangle=|x_0|^2\ge0,\qquad \langle x,(\mathbb 1-A)x\rangle=|x_1|^2\ge0.
$$

In $(1,1)/\sqrt2$ both squared amplitudes are $1/2$. Since $A^2=A$, $\mathrm{Var}(A)=\tfrac12-\tfrac14=\tfrac14$, while $\mathrm{Var}(\mathbb 1)=1-1=0$.

## Observables, states and order in Lean

The space `E` is any complex inner product space. Its dimension may be finite or infinite, and completeness is not required. An operator has type `E →L[ℂ] E`, a continuous linear map defined on the whole space. This covers spin operators and finite matrices, but not unbounded operators such as position, momentum or the usual molecular Hamiltonian.

- `IsObservable A` says $\langle Ax,y\rangle=\langle x,Ay\rangle$ for all $x,y$. The inner product is conjugate-linear in its first argument, as in Dirac notation.
- `mean A ψ` is the real part of $\langle\psi,A\psi\rangle$. For an observable nothing is lost by taking the real part.
- `variance A ψ` is $\langle A^2\rangle-\langle A\rangle^2$, where `A * A` is composition. Its physical reading needs a unit vector, so the theorems carry the hypothesis `‖ψ‖ = 1`.
- `Positive A` means that `A` is an observable with a nonnegative quadratic form. Thus `Positive (B - A)` is the operator inequality $A\le B$.

`variance_monotone_iff_eigenvector` treats one fixed state, and its right-hand side is the eigenvalue equation with the mean as eigenvalue. `variance_monotone_iff_scalar` quantifies over all unit states. Both let $B$ range over all larger observables, so a particular pair $A\le B$ may still have ordered variances in a state that is not an eigenvector of $A$. All states here are pure; density matrices are not treated.

`qubit_counterexample` collects five facts: $A\ge0$, $\mathbb 1-A\ge0$, the state has norm one, and the two variances are $1/4$ and $0$. The space is `EuclideanSpace ℂ (Fin 2)`, which carries the usual Hermitian inner product.

```lean
import Mathlib

open Matrix ComplexConjugate

namespace VarianceNotMonotone

noncomputable section

variable {E : Type*} [NormedAddCommGroup E] [InnerProductSpace ℂ E]

/-- A bounded operator is an observable if it can be moved across the inner product. -/
def IsObservable (A : E →L[ℂ] E) : Prop :=
  ∀ x y, inner ℂ (A x) y = inner ℂ x (A y)

/-- The real part of `⟨ψ, A ψ⟩`, which is the expectation value of an observable in a unit state. -/
def mean (A : E →L[ℂ] E) (ψ : E) : ℝ := (inner ℂ ψ (A ψ)).re

/-- The variance `⟨A²⟩ - ⟨A⟩²`. -/
def variance (A : E →L[ℂ] E) (ψ : E) : ℝ := mean (A * A) ψ - mean A ψ ^ 2

/-- A positive semidefinite observable. -/
def Positive (A : E →L[ℂ] E) : Prop := IsObservable A ∧ ∀ x, 0 ≤ mean A x

/-- For an observable `A` in a unit state `ψ`, the variance is the squared length of the fluctuation
vector `(A - ⟨A⟩) ψ`. -/
theorem variance_eq_norm_sq {A : E →L[ℂ] E} (hA : IsObservable A) {ψ : E} (hψ : ‖ψ‖ = 1) :
    variance A ψ = ‖A ψ - (mean A ψ : ℂ) • ψ‖ ^ 2 := by
  have h1 : mean (A * A) ψ = ‖A ψ‖ ^ 2 := by
    change (inner ℂ ψ (A (A ψ))).re = _
    rw [← hA]
    exact inner_self_eq_norm_sq (𝕜 := ℂ) (A ψ)
  have h2 : (inner ℂ (A ψ) ((mean A ψ : ℂ) • ψ)).re = mean A ψ * mean A ψ := by
    rw [inner_smul_right, hA, Complex.re_ofReal_mul]
    rfl
  have h3 : ‖(mean A ψ : ℂ) • ψ‖ ^ 2 = mean A ψ ^ 2 := by
    rw [norm_smul, hψ, mul_one, Complex.norm_real, Real.norm_eq_abs, sq_abs]
  have h4 : ‖A ψ - (mean A ψ : ℂ) • ψ‖ ^ 2 = ‖A ψ‖ ^ 2
      - 2 * (inner ℂ (A ψ) ((mean A ψ : ℂ) • ψ)).re + ‖(mean A ψ : ℂ) • ψ‖ ^ 2 :=
    norm_sub_sq (𝕜 := ℂ) _ _
  rw [h4, h2, h3, variance, h1]
  ring

/-- The quadratic form of a real multiple of the identity is that multiple of the squared norm. -/
theorem mean_scalar (c : ℝ) (x : E) : mean ((c : ℂ) • (1 : E →L[ℂ] E)) x = c * ‖x‖ ^ 2 := by
  have h : (inner ℂ x x).re = ‖x‖ ^ 2 := inner_self_eq_norm_sq (𝕜 := ℂ) x
  change (inner ℂ x ((c : ℂ) • x)).re = _
  rw [inner_smul_right, Complex.re_ofReal_mul, h]

/-- A real multiple of the identity does not fluctuate in any unit state. -/
theorem variance_scalar (c : ℝ) {ψ : E} (hψ : ‖ψ‖ = 1) :
    variance ((c : ℂ) • (1 : E →L[ℂ] E)) ψ = 0 := by
  have hc : IsObservable ((c : ℂ) • (1 : E →L[ℂ] E)) := by
    intro x y
    change inner ℂ ((c : ℂ) • x) y = inner ℂ x ((c : ℂ) • y)
    rw [inner_smul_left, inner_smul_right, Complex.conj_ofReal]
  rw [variance_eq_norm_sq hc hψ, mean_scalar, hψ]
  simp

/-- Every observable `A` lies below the multiple `‖A‖` of the identity. -/
theorem positive_norm_sub {A : E →L[ℂ] E} (hA : IsObservable A) :
    Positive (((‖A‖ : ℝ) : ℂ) • (1 : E →L[ℂ] E) - A) := by
  constructor
  · intro x y
    change inner ℂ (((‖A‖ : ℝ) : ℂ) • x - A x) y = inner ℂ x (((‖A‖ : ℝ) : ℂ) • y - A y)
    rw [inner_sub_left, inner_sub_right, hA, inner_smul_left, inner_smul_right,
      Complex.conj_ofReal]
  · intro x
    have h1 : (inner ℂ x (((‖A‖ : ℝ) : ℂ) • x)).re = ‖A‖ * ‖x‖ ^ 2 := mean_scalar ‖A‖ x
    -- Cauchy-Schwarz and the operator norm bound the expectation value
    have h2 : (inner ℂ x (A x)).re ≤ ‖A‖ * ‖x‖ ^ 2 :=
      calc (inner ℂ x (A x)).re ≤ ‖inner ℂ x (A x)‖ := Complex.re_le_norm _
        _ ≤ ‖x‖ * ‖A x‖ := norm_inner_le_norm _ _
        _ ≤ ‖x‖ * (‖A‖ * ‖x‖) := by gcongr; exact A.le_opNorm x
        _ = ‖A‖ * ‖x‖ ^ 2 := by ring
    change 0 ≤ (inner ℂ x (((‖A‖ : ℝ) : ℂ) • x - A x)).re
    rw [inner_sub_right, Complex.sub_re, h1]
    linarith

/-- In a given unit state, the variance of `A` is at most that of every larger observable
exactly when the state is an eigenvector of `A`. -/
theorem variance_monotone_iff_eigenvector {A : E →L[ℂ] E} (hA : IsObservable A)
    {ψ : E} (hψ : ‖ψ‖ = 1) :
    (∀ B : E →L[ℂ] E, Positive (B - A) → variance A ψ ≤ variance B ψ) ↔
      A ψ = (mean A ψ : ℂ) • ψ := by
  constructor
  · intro h
    -- compare with the non-fluctuating observable `‖A‖ • 1`
    have h0 := h _ (positive_norm_sub hA)
    rw [variance_scalar _ hψ, variance_eq_norm_sq hA hψ] at h0
    have h1 : ‖A ψ - (mean A ψ : ℂ) • ψ‖ = 0 :=
      pow_eq_zero_iff two_ne_zero |>.mp (le_antisymm h0 (sq_nonneg _))
    exact sub_eq_zero.mp (norm_eq_zero.mp h1)
  · intro h B hB
    have hBo : IsObservable B := by
      intro x y
      have h' : inner ℂ (B x - A x) y = inner ℂ x (B y - A y) := hB.1 x y
      rw [inner_sub_left, inner_sub_right, hA x y] at h'
      exact sub_left_inj.mp h'
    have h0 : variance A ψ = 0 := by
      rw [variance_eq_norm_sq hA hψ, sub_eq_zero.mpr h]
      simp
    rw [h0, variance_eq_norm_sq hBo hψ]
    positivity

/-- The variance of `A` is at most that of every larger observable in all unit states
exactly when `A` is a real multiple of the identity. -/
theorem variance_monotone_iff_scalar {A : E →L[ℂ] E} (hA : IsObservable A) :
    (∀ ψ : E, ‖ψ‖ = 1 → ∀ B : E →L[ℂ] E, Positive (B - A) → variance A ψ ≤ variance B ψ) ↔
      ∃ c : ℝ, A = (c : ℂ) • (1 : E →L[ℂ] E) := by
  constructor
  · intro h
    -- `A` maps every vector to a real multiple of itself
    have key : ∀ x : E, ∃ m : ℝ, A x = (m : ℂ) • x := by
      intro x
      by_cases hx : x = 0
      · exact ⟨0, by simp [hx]⟩
      have hn : ((‖x‖ : ℝ) : ℂ) ≠ 0 := Complex.ofReal_ne_zero.mpr (norm_ne_zero_iff.mpr hx)
      have hu : ‖((‖x‖ : ℝ) : ℂ)⁻¹ • x‖ = 1 := norm_smul_inv_norm (𝕜 := ℂ) hx
      obtain ⟨m, hm⟩ : ∃ m : ℝ, A (((‖x‖ : ℝ) : ℂ)⁻¹ • x) = (m : ℂ) • (((‖x‖ : ℝ) : ℂ)⁻¹ • x) :=
        ⟨_, (variance_monotone_iff_eigenvector hA hu).mp (h _ hu)⟩
      rw [map_smul, smul_comm (m : ℂ)] at hm
      exact ⟨m, smul_right_injective E (inv_ne_zero hn) hm⟩
    rcases subsingleton_or_nontrivial E with hE | hE
    · exact ⟨0, ContinuousLinearMap.ext fun x => Subsingleton.elim _ _⟩
    obtain ⟨e, he⟩ := exists_ne (0 : E)
    obtain ⟨a, ha⟩ := key e
    refine ⟨a, ContinuousLinearMap.ext fun x => ?_⟩
    change A x = (a : ℂ) • x
    -- compare the eigenvalues of `x`, `e` and `x + e`
    obtain ⟨m, hm⟩ := key x
    obtain ⟨v, hv⟩ := key (x + e)
    rw [map_add, hm, ha] at hv
    by_cases hvm : (v : ℂ) = m
    · rw [hvm] at hv
      have h0 : ((a : ℂ) - m) • e = 0 := by
        linear_combination (norm := module) hv
      rw [hm, sub_eq_zero.mp ((smul_eq_zero.mp h0).resolve_right he)]
    · have h' : ((v : ℂ) - m) • x = ((a : ℂ) - v) • e := by
        linear_combination (norm := module) -hv
      have hx : x = ((v : ℂ) - m)⁻¹ • (((a : ℂ) - v) • e) := by
        rw [← h', inv_smul_smul₀ (sub_ne_zero.mpr hvm)]
      rw [hx, map_smul, map_smul, ha]
      module
  · rintro ⟨c, rfl⟩ ψ hψ
    apply (variance_monotone_iff_eigenvector hA hψ).mpr
    rw [mean_scalar, hψ]
    simp

/-- The qubit observable `diag(1, 0)`. -/
def qubitA : EuclideanSpace ℂ (Fin 2) →L[ℂ] EuclideanSpace ℂ (Fin 2) :=
  Matrix.toEuclideanCLM (𝕜 := ℂ) (n := Fin 2) !![1, 0; 0, 0]

/-- The qubit state `(1, 1)/√2`. -/
def plusState : EuclideanSpace ℂ (Fin 2) :=
  WithLp.toLp 2 ![(((√2)⁻¹ : ℝ) : ℂ), (((√2)⁻¹ : ℝ) : ℂ)]

/-- The observable `diag(1, 0)` keeps the first amplitude and deletes the second. -/
theorem qubitA_apply (x : EuclideanSpace ℂ (Fin 2)) :
    qubitA x = WithLp.toLp 2 ![x 0, 0] := by
  ext i
  change (!![(1 : ℂ), 0; 0, 0] *ᵥ x.ofLp) i = _
  fin_cases i <;> simp [Matrix.mulVec, dotProduct, Fin.sum_univ_two]

/-- For `A = diag(1, 0)` and `B = 1`, both `A` and `B - A` are positive semidefinite, yet in the
unit state `(1, 1)/√2` the variance of `A` is `1/4` and that of `B` is `0`. -/
theorem qubit_counterexample :
    Positive qubitA ∧ Positive (1 - qubitA) ∧ ‖plusState‖ = 1 ∧
      variance qubitA plusState = 1 / 4 ∧ variance 1 plusState = 0 := by
  have hA : IsObservable qubitA := by
    intro x y
    simp [qubitA_apply, PiLp.inner_apply, Fin.sum_univ_two]
  have hm : ∀ x, mean qubitA x = ‖x 0‖ ^ 2 := by
    intro x
    have h : inner ℂ x (qubitA x) = x 0 * conj (x 0) := by
      simp only [qubitA_apply, PiLp.inner_apply, Fin.sum_univ_two, RCLike.inner_apply]
      simp
    rw [mean, h, Complex.mul_conj, Complex.ofReal_re, Complex.normSq_eq_norm_sq]
  -- both outcomes have probability one half
  have hp : ∀ i, ‖plusState i‖ ^ 2 = 1 / 2 := by
    have h : ‖(((√2)⁻¹ : ℝ) : ℂ)‖ ^ 2 = 1 / 2 := by
      rw [Complex.norm_real, Real.norm_eq_abs, sq_abs, inv_pow, Real.sq_sqrt (by norm_num)]
      norm_num
    intro i
    fin_cases i <;> exact h
  have hu : ‖plusState‖ = 1 := by
    have h : ‖plusState‖ ^ 2 = 1 := by
      rw [EuclideanSpace.norm_sq_eq, Fin.sum_univ_two, hp, hp]
      norm_num
    nlinarith [norm_nonneg plusState]
  refine ⟨⟨hA, fun x => by rw [hm]; positivity⟩, ⟨fun x y => ?_, fun x => ?_⟩, hu, ?_, ?_⟩
  · change inner ℂ (x - qubitA x) y = inner ℂ x (y - qubitA y)
    rw [inner_sub_left, inner_sub_right, hA]
  · have h1 : (inner ℂ x x).re = ‖x‖ ^ 2 := inner_self_eq_norm_sq (𝕜 := ℂ) x
    have h2 : (inner ℂ x (qubitA x)).re = ‖x 0‖ ^ 2 := hm x
    change 0 ≤ (inner ℂ x (x - qubitA x)).re
    rw [inner_sub_right, Complex.sub_re, h1, h2, EuclideanSpace.norm_sq_eq, Fin.sum_univ_two]
    linarith [sq_nonneg ‖x 1‖]
  · have h : mean (qubitA * qubitA) plusState = mean qubitA plusState := by
      change (inner ℂ plusState (qubitA (qubitA plusState))).re = _
      simp [mean, qubitA_apply]
    rw [variance, h, hm, hp]
    norm_num
  · simpa using variance_scalar 1 hu

end

end VarianceNotMonotone
```

```lean
#print axioms VarianceNotMonotone.variance_monotone_iff_scalar
-- 'VarianceNotMonotone.variance_monotone_iff_scalar' depends on axioms: [propext, Classical.choice, Quot.sound]
#print axioms VarianceNotMonotone.qubit_counterexample
-- 'VarianceNotMonotone.qubit_counterexample' depends on axioms: [propext, Classical.choice, Quot.sound]
```

## How the Lean proof follows the derivation

`variance_eq_norm_sq` expands the square. Its step `h1` moves one factor of $A$ across the inner product, `h2` evaluates the cross term, `h3` gives the norm of $a\psi$, and `h4` is the expansion itself; `ring` then collects the terms. `mean_scalar` and `variance_scalar` deal with multiples of the identity, and the `calc` block in `positive_norm_sub` is the Cauchy–Schwarz chain.

In `variance_monotone_iff_eigenvector`, the forward direction inserts $\|A\|\,\mathbb 1$ for $B$ and concludes that the fluctuation vector has norm zero. The backward direction first derives that $B$ is an observable, in `hBo`, from the symmetry of $B-A$ and of $A$. The norm formula then shows that $\mathrm{Var}(B)$ is nonnegative.

In `variance_monotone_iff_scalar`, `key` normalises a nonzero vector, applies the previous theorem and cancels the factor $1/\|x\|$. The zero space is handled separately, since it contains no nonzero $e$. The split on `hvm` is the case distinction $v=m$ or $v\neq m$, and `linear_combination (norm := module)` does the vector rearrangements.

For the qubit, `qubitA_apply` turns the matrix into its action on components. Within the final theorem, `hm` gives $\langle A\rangle=|x_0|^2$ and `hp` gives the probabilities $1/2$. The step `h` near the end uses the fact that applying $A$ twice is the same as applying it once.

## The same variance in a numerical calculation

In a program, the fluctuation vector is the residual of the eigenvalue equation:

```python
import numpy as np

def variance(M, psi):              # M Hermitian, psi normalised
    Mpsi = M @ psi
    m = np.vdot(psi, Mpsi).real
    r = Mpsi - m * psi
    return np.vdot(r, r).real

psi = np.array([1.0, 1.0]) / np.sqrt(2)
print(variance(np.diag([1.0, 0.0]), psi))   # 0.25 up to rounding
print(variance(np.eye(2), psi))             # 0 up to rounding
```

This takes one matrix–vector product and cannot return a negative number. The difference $\langle A^2\rangle-\langle A\rangle^2$ subtracts two nearly equal numbers when $\psi$ is close to an eigenvector with a nonzero eigenvalue, and rounding can then make it slightly negative. When $M$ is a Hamiltonian matrix in an orthonormal basis, the returned value is the squared residual norm that an iterative eigensolver can monitor for convergence.
